# A finite product of reflections in four dimensions is multiplication by unit quaternions on both sides, with or without conjugation

The lemma `reflections_form` treats the quaternions as four-dimensional real Euclidean space. It takes any finite list of quaternions `v`, not necessarily normalised, and multiplies together the reflections in the hyperplanes orthogonal to them; a zero `v` contributes the identity. It states that there are unit quaternions `p` and `q` such that the product sends every `x` either to `p * x * star q` or to `p * star x * star q`. The proof is by induction on the list: a zero `v` changes nothing, while for a nonzero `v` the earlier theorem `reflection_eq` writes the reflection as `-(u * star x * u)` with `u` a unit quaternion, which exchanges the two forms.

Lean 4 with Mathlib refuses this proof:

```lean
import Mathlib

open Quaternion Matrix Submodule
open scoped InnerProductSpace

noncomputable section

namespace QuaternionPairRotation

private lemma norm_sq_coords (v : ℍ[ℝ]) :
    ‖v‖ ^ 2 = v.re ^ 2 + v.imI ^ 2 + v.imJ ^ 2 + v.imK ^ 2 := by
  rw [sq, ← Quaternion.normSq_eq_norm_mul_self, Quaternion.normSq_def']

/-- The reflection in the hyperplane orthogonal to a nonzero quaternion `v` is
`x ↦ -u star(x) u` for some unit quaternion `u`. -/
theorem reflection_eq {v : ℍ[ℝ]} (hv : v ≠ 0) :
    ∃ u : ℍ[ℝ], ‖u‖ = 1 ∧ ∀ x, (ℝ ∙ v)ᗮ.reflection x = -(u * star x * u) := by
  have hn : ‖v‖ ≠ 0 := norm_ne_zero_iff.mpr hv
  refine ⟨‖v‖⁻¹ • v, by simp [norm_smul, hn], fun x => ?_⟩
  have key : v * star x * v = (2 * ⟪v, x⟫_ℝ) • v - (‖v‖ ^ 2) • x := by
    rw [norm_sq_coords, Quaternion.inner_def]
    ext <;> simp <;> ring
  rw [reflection_orthogonal_apply, reflection_singleton_apply]
  simp only [smul_mul_assoc, mul_smul_comm, key, RCLike.ofReal_real_eq_id, id]
  match_scalars <;> field_simp

private lemma reflections_form (l : List ℍ[ℝ]) :
    ∃ p q : ℍ[ℝ], ‖p‖ = 1 ∧ ‖q‖ = 1 ∧
      ((∀ x, (l.map fun v => (ℝ ∙ v)ᗮ.reflection).prod x = p * x * star q) ∨
        ∀ x, (l.map fun v => (ℝ ∙ v)ᗮ.reflection).prod x = p * star x * star q) := by
  induction l with
  | nil => exact ⟨1, 1, by simp, by simp, Or.inl fun x => by simp⟩
  | cons v l ih =>
    obtain ⟨p, q, hp, hq, h⟩ := ih
    simp only [List.map_cons, List.prod_cons, LinearIsometryEquiv.mul_apply]
    by_cases hv : v = 0
    · have h0 : ∀ y, (ℝ ∙ v)ᗮ.reflection y = y := fun y => by
        rw [reflection_orthogonal_apply, reflection_singleton_apply, hv]; simp
      exact ⟨p, q, hp, hq, by simpa only [h0] using h⟩
    · -- one more reflection exchanges the two forms
      obtain ⟨u, hu, hr⟩ := reflection_eq hv
      refine ⟨-(u * q), star u * p, by simp [hu, hq], by simp [hu, hp], ?_⟩
      rcases h with h | h
      · exact Or.inr fun x => by rw [hr, h]; simp [mul_assoc]
      · exact Or.inl fun x => by rw [hr, h]; simp [mul_assoc]

end QuaternionPairRotation
```

Messages:

```
Main.lean:35:46: error(lean.unknownIdentifier): Unknown constant `LinearIsometryEquiv.mul_apply`
Main.lean:39:30: error: Type mismatch: After simplification, term
  h
 has type
  (∀ (x : ℍ), (List.map (fun v => (ℝ ∙ v)ᗮ.reflection) l).prod x = p * x * star q) ∨
    ∀ (x : ℍ), (List.map (fun v => (ℝ ∙ v)ᗮ.reflection) l).prod x = p * star x * star q
but is expected to have type
  (∀ (x : ℍ), ((ℝ ∙ v)ᗮ.reflection * (List.map (fun v => (ℝ ∙ v)ᗮ.reflection) l).prod) x = p * x * star q) ∨
    ∀ (x : ℍ), ((ℝ ∙ v)ᗮ.reflection * (List.map (fun v => (ℝ ∙ v)ᗮ.reflection) l).prod) x = p * star x * star q
Main.lean:44:37: error: Tactic `rewrite` failed: Did not find an occurrence of the pattern
  (ℝ ∙ v)ᗮ.reflection ?x
in the target expression
  ((ℝ ∙ v)ᗮ.reflection * (List.map (fun v => (ℝ ∙ v)ᗮ.reflection) l).prod) x = -(u * q) * star x * star (star u * p)

v : ℍ
l : List ℍ
p q : ℍ
hp : ‖p‖ = 1
hq : ‖q‖ = 1
hv : ¬v = 0
u : ℍ
hu : ‖u‖ = 1
hr : ∀ (x : ℍ), (ℝ ∙ v)ᗮ.reflection x = -(u * star x * u)
h : ∀ (x : ℍ), (List.map (fun v => (ℝ ∙ v)ᗮ.reflection) l).prod x = p * x * star q
x : ℍ
⊢ ((ℝ ∙ v)ᗮ.reflection * (List.map (fun v => (ℝ ∙ v)ᗮ.reflection) l).prod) x = -(u * q) * star x * star (star u * p)
Main.lean:45:37: error: Tactic `rewrite` failed: Did not find an occurrence of the pattern
  (ℝ ∙ v)ᗮ.reflection ?x
in the target expression
  ((ℝ ∙ v)ᗮ.reflection * (List.map (fun v => (ℝ ∙ v)ᗮ.reflection) l).prod) x = -(u * q) * x * star (star u * p)

v : ℍ
l : List ℍ
p q : ℍ
hp : ‖p‖ = 1
hq : ‖q‖ = 1
hv : ¬v = 0
u : ℍ
hu : ‖u‖ = 1
hr : ∀ (x : ℍ), (ℝ ∙ v)ᗮ.reflection x = -(u * star x * u)
h : ∀ (x : ℍ), (List.map (fun v => (ℝ ∙ v)ᗮ.reflection) l).prod x = p * star x * star q
x : ℍ
⊢ ((ℝ ∙ v)ᗮ.reflection * (List.map (fun v => (ℝ ∙ v)ᗮ.reflection) l).prod) x = -(u * q) * x * star (star u * p)
```

Cause. The first message is the root of the other three: there is no constant called `LinearIsometryEquiv.mul_apply`. Lean reported this and went on with the other two `simp only` lemmas, so the list product was split into the first reflection times the rest, but that product, applied to `x`, was never turned into one map applied after the other.

The later steps need that form. Both `h0` and `hr` rewrite a reflection applied directly to a quaternion, and the goal held only `(f * g) x`, where the reflection is a factor `f` with no argument of its own. So `simpa only [h0]` left the goal different from `h`, and `rw [hr]` found no match in either of the last two cases.

The repair proves the missing fact on the spot as `hm`: `(f * g) x = f (g x)` for linear isometric equivalences of the quaternions. The proof is `rfl`, since the two sides are equal by definition. With `hm` in the `simp only` call, the goal has the reflection applied to the value of the remaining product, and `h0` and `hr` can rewrite it.

The mended proof, as a diff:

```diff
@@ -33,5 +33,7 @@
   | cons v l ih =>
     obtain ⟨p, q, hp, hq, h⟩ := ih
-    simp only [List.map_cons, List.prod_cons, LinearIsometryEquiv.mul_apply]
+    have hm : ∀ (f g : ℍ[ℝ] ≃ₗᵢ[ℝ] ℍ[ℝ]) (x : ℍ[ℝ]), (f * g) x = f (g x) :=
+      fun _ _ _ => rfl
+    simp only [List.map_cons, List.prod_cons, hm]
     by_cases hv : v = 0
     · have h0 : ∀ y, (ℝ ∙ v)ᗮ.reflection y = y := fun y => by
```
